# Clock transitions of a bismuth donor without nuclear Zeeman term: field and minimum frequency

To choose the working field of a bismuth donor qubit, one can diagonalise its spin Hamiltonian over a range of magnetic fields and search for a point where a transition frequency has zero slope. There the frequency is insensitive to field noise to first order. For a single donor with isotropic hyperfine coupling and no nuclear Zeeman term, the position of this point and the frequency there have closed forms. They are derived here for transitions from the lower level at one total spin projection to the upper level at the next higher one, where both projections have two levels. They give a starting value for the search in a fuller model and a check on the code in this limit.

## Electron and nuclear spin in one block

The donor has an electron spin $S=1/2$ and a nuclear spin $I=9/2$. Energies are measured in units of the hyperfine constant $A$, and $x=g\mu_{\mathrm B}B/A$ is the electron Zeeman splitting in these units, with the electron $g$-factor $g$, the Bohr magneton $\mu_{\mathrm B}$ and the magnetic field $B$ along $z$. Below, $x$ is also called the field:

$$H = \mathbf I\cdot\mathbf S + xS_z,\qquad \mathbf I\cdot\mathbf S = I_zS_z+\tfrac12(I_+S_-+I_-S_+).$$

The total projection $m$ is conserved. For $|m|\le 4$ it belongs to two states, $|+\tfrac12,m-\tfrac12\rangle$ and $|-\tfrac12,m+\tfrac12\rangle$, with the electron projection written first. The diagonal elements are

$$\tfrac12(m-\tfrac12)+\tfrac x2=-\tfrac14+\tfrac{x+m}2,\qquad -\tfrac12(m+\tfrac12)-\tfrac x2=-\tfrac14-\tfrac{x+m}2.$$

The off-diagonal element is half the nuclear ladder element,

$$\tfrac12\sqrt{\tfrac{99}4-(m-\tfrac12)(m+\tfrac12)}=\tfrac12p_m,\qquad p_m=\sqrt{25-m^2}.$$

The secular equation is therefore

$$(E+\tfrac14)^2=\tfrac14\left[(x+m)^2+p_m^2\right]=\tfrac14R_m^2,\qquad R_m=\sqrt{x^2+2mx+25},$$

and the levels are $E=-\tfrac14\pm\tfrac12R_m$.

## The frequency as half the length of a broken line

The transition from the lower level of block $m-1$ to the upper level of block $m$ has the frequency, in units of $A/h$,

$$f_m(x)=\tfrac12(R_m+R_{m-1}).$$

Set $u=x+m$, $a=p_m$, $b=p_{m-1}$ and $c=a+b$, with $-4<m<5$ so that $a$ and $b$ are positive. Then

$$R_m=\sqrt{u^2+a^2},\qquad R_{m-1}=\sqrt{(1-u)^2+b^2}.$$

These are the lengths of the plane vectors $(u,a)$ and $(1-u,b)$. Their sum is $(1,c)$, of length $L=\sqrt{1+c^2}$, whatever the field. The identity

$$(u^2+a^2)(1+c^2)-(u+ac)^2=(uc-a)^2$$

gives $u+ac<R_mL$ whenever $uc\ne a$. Since $(1-u)c-b=-(uc-a)$, the same condition gives $(1-u)+bc<R_{m-1}L$. Adding the two,

$$L^2=1+c^2<(R_m+R_{m-1})L,\qquad\text{so}\qquad f_m(x)>L/2.$$

If $uc=a$, then $u=a/c$ and $1-u=b/c$, so $R_m=aL/c$, $R_{m-1}=bL/c$ and $f_m=L/2$. The strict global minimum is therefore at

$$x=-m+\frac{p_m}{p_m+p_{m-1}},\qquad f_m=\tfrac12\sqrt{1+(p_m+p_{m-1})^2}.$$

The fraction lies between 0 and 1, so the field lies between $-m$ and $1-m$, where $R_m$ and $R_{m-1}$ have their own minima. For $m=0,-1,-2,-3$ it is positive. For $m=-3$, with $p_{-3}=4$ and $p_{-4}=3$, it is $x=25/7$, and the frequency is $5/\sqrt2$.

## Zero slope only at the minimum

The derivative is

$$f_m'(x)=\frac12\left(\frac u{R_m}+\frac{u-1}{R_{m-1}}\right).$$

If it vanishes, $uR_{m-1}=(1-u)R_m$. For $u\le0$ the left side would be at most zero and the right side positive, so $u>0$, and then $1-u>0$ as well. Squaring gives

$$u^2\left[(1-u)^2+b^2\right]=(1-u)^2(u^2+a^2),$$

hence $u^2b^2=(1-u)^2a^2$. All factors are positive, so $ub=(1-u)a$, which is $uc=a$. Conversely, the slope of a differentiable function vanishes at its minimum.

## Blocks, levels and clock field in Lean

`block x m` is the real $2\times2$ matrix built from the spin matrix elements, with `ladder` for the nuclear raising operator. `p`, `R`, `upper` and `lower` are $p_m$, $R_m$ and the two levels. `transition m x` is $f_m(x)$, defined as a difference of levels, and `clockField m` is the field found above.

`eigenvalue_iff` says that, for $m^2\le25$, a real number `E` has a nonzero real eigenvector of the block exactly when it is one of the two levels. `clock_transition` assumes $-4<m<5$ and states three things:

- `HasDerivAt (transition m) 0 x`, meaning that the derivative at `x` exists and is zero, holds exactly when `x = clockField m`.
- The frequency there is $\tfrac12\sqrt{1+(p_m+p_{m-1})^2}$.
- At every other real field the frequency is strictly larger.

In Lean $m$ is any real number in the stated range. The physical values in `clock_transition` are the integers from $-3$ to $4$, for which both blocks have two states. At $m=\pm5$, which `eigenvalue_iff` admits, the donor has only one state, and the other level of the matrix is spurious.

The file starts from the $2\times2$ block; the splitting of the full 20-dimensional Hamiltonian into blocks is part of the physics above. The model leaves out the nuclear Zeeman energy, strain and anisotropic coupling, and the theorems say nothing about transition strengths or coherence times.

```lean
import Mathlib

open Matrix

namespace BismuthClockTransition

noncomputable section

/-- Matrix element of the raising operator of a nuclear spin 9/2 between the projections
`k` and `k + 1`. -/
def ladder (k : ℝ) : ℝ := √(9 / 2 * (9 / 2 + 1) - k * (k + 1))

/-- The Hamiltonian `I·S + x S_z` (hyperfine constant 1) in the basis
`|+1/2, m - 1/2⟩`, `|-1/2, m + 1/2⟩` of electron and nuclear projections. -/
def block (x m : ℝ) : Matrix (Fin 2) (Fin 2) ℝ :=
  !![1 / 2 * (m - 1 / 2) + x / 2, ladder (m - 1 / 2) / 2;
     ladder (m - 1 / 2) / 2, -(1 / 2) * (m + 1 / 2) - x / 2]

/-- The hyperfine mixing `p_m = √(25 - m²)`, for `m² ≤ 25`. -/
def p (m : ℝ) : ℝ := √(25 - m ^ 2)

/-- The splitting `R_m = √(x² + 2mx + 25)`, for `m² ≤ 25`. -/
def R (x m : ℝ) : ℝ := √(x ^ 2 + 2 * m * x + 25)

/-- The upper level `-1/4 + R_m/2`. -/
def upper (x m : ℝ) : ℝ := -1 / 4 + R x m / 2

/-- The lower level `-1/4 - R_m/2`. -/
def lower (x m : ℝ) : ℝ := -1 / 4 - R x m / 2

/-- Transition frequency between the lower level of block `m - 1` and the upper level of
block `m`, as a function of the field `x`. -/
def transition (m x : ℝ) : ℝ := upper x m - lower x (m - 1)

/-- The field `-m + p_m / (p_m + p_(m-1))`, for `-4 < m < 5`. -/
def clockField (m : ℝ) : ℝ := -m + p m / (p m + p (m - 1))

/-- The spin matrix elements give the block with diagonal `-1/4 ± (x + m)/2` and
off-diagonal element `p_m/2`. -/
theorem block_eq (x m : ℝ) :
    block x m = !![-1 / 4 + (x + m) / 2, p m / 2; p m / 2, -1 / 4 - (x + m) / 2] := by
  have h : ladder (m - 1 / 2) = p m := by
    unfold ladder p
    congr 1
    ring
  have h1 : 1 / 2 * (m - 1 / 2) + x / 2 = -1 / 4 + (x + m) / 2 := by ring
  have h2 : -(1 / 2) * (m + 1 / 2) - x / 2 = -1 / 4 - (x + m) / 2 := by ring
  rw [block, h, h1, h2]

/-- For `m² ≤ 25` the squared splitting is the sum of the squares of the detuning `x + m`
and the mixing `p_m`. -/
theorem R_sq {m : ℝ} (hm : m ^ 2 ≤ 25) (x : ℝ) :
    R x m ^ 2 = (x + m) ^ 2 + p m ^ 2 := by
  have h1 : 0 ≤ x ^ 2 + 2 * m * x + 25 := by nlinarith [sq_nonneg (x + m)]
  have h2 : 0 ≤ 25 - m ^ 2 := by linarith
  unfold R p
  rw [Real.sq_sqrt h1, Real.sq_sqrt h2]
  ring

/-- For `m² ≤ 25` the eigenvalues of the block are exactly `-1/4 + R_m/2` and
`-1/4 - R_m/2`. -/
theorem eigenvalue_iff {m : ℝ} (hm : m ^ 2 ≤ 25) (x E : ℝ) :
    (∃ v : Fin 2 → ℝ, v ≠ 0 ∧ block x m *ᵥ v = E • v) ↔
      E = upper x m ∨ E = lower x m := by
  have key : (∃ v : Fin 2 → ℝ, v ≠ 0 ∧ block x m *ᵥ v = E • v) ↔
      (block x m - E • (1 : Matrix (Fin 2) (Fin 2) ℝ)).det = 0 := by
    rw [← Matrix.exists_mulVec_eq_zero_iff]
    simp only [Matrix.sub_mulVec, Matrix.smul_mulVec, Matrix.one_mulVec, sub_eq_zero]
  have hM : block x m - E • (1 : Matrix (Fin 2) (Fin 2) ℝ) =
      !![-1 / 4 + (x + m) / 2 - E, p m / 2; p m / 2, -1 / 4 - (x + m) / 2 - E] := by
    rw [block_eq]
    ext i j
    fin_cases i <;> fin_cases j <;> simp
  -- the secular equation factorises
  have hdet : (block x m - E • (1 : Matrix (Fin 2) (Fin 2) ℝ)).det =
      (E - upper x m) * (E - lower x m) := by
    rw [hM, Matrix.det_fin_two_of]
    unfold upper lower
    linear_combination (1 / 4) * R_sq hm x
  rw [key, hdet, mul_eq_zero, sub_eq_zero, sub_eq_zero]

/-- For `m² < 25` the splitting `R_m` changes with the field at the rate `(x + m)/R_m`. -/
theorem R_hasDerivAt {m : ℝ} (hm : m ^ 2 < 25) (x : ℝ) :
    HasDerivAt (fun y => R y m) ((x + m) / R x m) x := by
  have h0 : x * x + 2 * m * x + 25 ≠ 0 := by
    have : 0 < x * x + 2 * m * x + 25 := by nlinarith [sq_nonneg (x + m)]
    exact this.ne'
  have h1 : HasDerivAt (fun y : ℝ => y * y + 2 * m * y + 25) (2 * (x + m)) x := by
    refine ((((hasDerivAt_id' x).fun_mul (hasDerivAt_id' x)).fun_add
      ((hasDerivAt_id' x).const_mul (2 * m))).add_const 25).congr_deriv ?_
    ring
  have e : ∀ y, R y m = √(y * y + 2 * m * y + 25) := fun y => by simp only [R, sq]
  rw [funext e, e x]
  exact (h1.sqrt h0).congr_deriv (mul_div_mul_left _ _ two_ne_zero)

/-- A plane vector `(u, a)` of length `S` that is not parallel to `(1, c)`, of length `L`,
has a scalar product with it strictly below `S L`. -/
theorem leg_lt {u a c S L : ℝ} (hS : 0 ≤ S) (hL : 0 ≤ L) (hS2 : S ^ 2 = u ^ 2 + a ^ 2)
    (hL2 : L ^ 2 = 1 + c ^ 2) (h : u * c ≠ a) : u + a * c < S * L := by
  have hpos : 0 < (u * c - a) ^ 2 :=
    lt_of_le_of_ne (sq_nonneg _) (Ne.symm (pow_ne_zero 2 (sub_ne_zero.mpr h)))
  apply lt_of_pow_lt_pow_left₀ 2 (mul_nonneg hS hL)
  rw [mul_pow, hS2, hL2]
  nlinarith [hpos]

/-- If two legs with positive heights `a`, `b`, horizontal parts `u`, `1 - u` and lengths `S`, `T`
satisfy `u/S + (u - 1)/T = 0`, the legs are aligned: `u (a + b) = a`. -/
theorem leg_balance {u a b S T : ℝ} (ha : 0 < a) (hb : 0 < b) (hS : 0 < S) (hT : 0 < T)
    (hS2 : S ^ 2 = u ^ 2 + a ^ 2) (hT2 : T ^ 2 = (u - 1) ^ 2 + b ^ 2)
    (h : u / S + (u - 1) / T = 0) : u * (a + b) = a := by
  rw [div_add_div _ _ hS.ne' hT.ne', div_eq_zero_iff] at h
  have h' : u * T = (1 - u) * S := by
    rcases h with h | h
    · linear_combination h
    · exact absurd h (mul_pos hS hT).ne'
  -- both horizontal parts are positive
  have hu : 0 < u := by
    by_contra hn
    have hn' : u ≤ 0 := not_lt.mp hn
    have h3 : 0 < (1 - u) * S := mul_pos (by linarith) hS
    have h4 : u * T ≤ 0 := mul_nonpos_of_nonpos_of_nonneg hn' hT.le
    linarith
  have hu1 : 0 < 1 - u := by
    have h3 : 0 < (1 - u) * S := h' ▸ mul_pos hu hT
    exact pos_of_mul_pos_left h3 hS.le
  have hsq : (u * T) ^ 2 = ((1 - u) * S) ^ 2 := by rw [h']
  have h5 : (u * b) ^ 2 = ((1 - u) * a) ^ 2 := by
    linear_combination hsq - u ^ 2 * hT2 + (1 - u) ^ 2 * hS2
  have h6 := (sq_eq_sq₀ (mul_pos hu hb).le (mul_pos hu1 ha).le).mp h5
  linear_combination h6

/-- For `-4 < m < 5` the clock field lies strictly between `-m` and `1 - m`. -/
theorem clockField_mem {m : ℝ} (h1 : -4 < m) (h2 : m < 5) :
    -m < clockField m ∧ clockField m < 1 - m := by
  have ha : 0 < p m := Real.sqrt_pos.mpr (by nlinarith)
  have hb : 0 < p (m - 1) := Real.sqrt_pos.mpr (by nlinarith)
  have h3 : 0 < p m / (p m + p (m - 1)) := by positivity
  have h4 : p m / (p m + p (m - 1)) < 1 := by
    rw [div_lt_one (by positivity)]
    linarith
  unfold clockField
  constructor <;> linarith

/-- For `-4 < m < 5` the transition frequency at the clock field is
`√(1 + (p_m + p_(m-1))²)/2`. -/
theorem transition_clockField {m : ℝ} (h1 : -4 < m) (h2 : m < 5) :
    transition m (clockField m) = √(1 + (p m + p (m - 1)) ^ 2) / 2 := by
  have hm : m ^ 2 ≤ 25 := by nlinarith
  have hm' : (m - 1) ^ 2 ≤ 25 := by nlinarith
  have ha : 0 < p m := Real.sqrt_pos.mpr (by nlinarith)
  have hb : 0 < p (m - 1) := Real.sqrt_pos.mpr (by nlinarith)
  have hc : p m + p (m - 1) ≠ 0 := (add_pos ha hb).ne'
  have hL2 : √(1 + (p m + p (m - 1)) ^ 2) ^ 2 = 1 + (p m + p (m - 1)) ^ 2 :=
    Real.sq_sqrt (by positivity)
  have hsum : p m / (p m + p (m - 1)) + p (m - 1) / (p m + p (m - 1)) = 1 := by
    rw [← add_div, div_self hc]
  -- each splitting is a fixed fraction of the straight line
  have hS : R (clockField m) m =
      p m / (p m + p (m - 1)) * √(1 + (p m + p (m - 1)) ^ 2) := by
    have hR : 0 ≤ R (clockField m) m := Real.sqrt_nonneg _
    have hx : clockField m + m = p m / (p m + p (m - 1)) := by
      unfold clockField
      ring
    have hq : p m / (p m + p (m - 1)) * (p m + p (m - 1)) = p m := div_mul_cancel₀ _ hc
    refine (sq_eq_sq₀ hR (by positivity)).mp ?_
    rw [R_sq hm, hx, mul_pow, hL2]
    linear_combination
      -(p m / (p m + p (m - 1)) * (p m + p (m - 1)) + p m) * hq
  have hT : R (clockField m) (m - 1) =
      p (m - 1) / (p m + p (m - 1)) * √(1 + (p m + p (m - 1)) ^ 2) := by
    have hR : 0 ≤ R (clockField m) (m - 1) := Real.sqrt_nonneg _
    have hx : clockField m + (m - 1) = -(p (m - 1) / (p m + p (m - 1))) := by
      unfold clockField
      linear_combination hsum
    have hq : p (m - 1) / (p m + p (m - 1)) * (p m + p (m - 1)) = p (m - 1) :=
      div_mul_cancel₀ _ hc
    refine (sq_eq_sq₀ hR (by positivity)).mp ?_
    rw [R_sq hm', hx, mul_pow, hL2]
    linear_combination
      -(p (m - 1) / (p m + p (m - 1)) * (p m + p (m - 1)) + p (m - 1)) * hq
  unfold transition upper lower
  rw [hS, hT]
  linear_combination (√(1 + (p m + p (m - 1)) ^ 2) / 2) * hsum

/-- For `-4 < m < 5` the transition frequency is stationary in the field only at
`x = -m + p_m/(p_m + p_(m-1))`, where it takes its strict global minimum
`√(1 + (p_m + p_(m-1))²)/2`. -/
theorem clock_transition {m : ℝ} (h1 : -4 < m) (h2 : m < 5) :
    (∀ x, HasDerivAt (transition m) 0 x ↔ x = clockField m) ∧
    transition m (clockField m) = √(1 + (p m + p (m - 1)) ^ 2) / 2 ∧
    ∀ x, x ≠ clockField m → transition m (clockField m) < transition m x := by
  have hm : m ^ 2 < 25 := by nlinarith
  have hm' : (m - 1) ^ 2 < 25 := by nlinarith
  have ha : 0 < p m := Real.sqrt_pos.mpr (by linarith)
  have hb : 0 < p (m - 1) := Real.sqrt_pos.mpr (by linarith)
  have hc : p m + p (m - 1) ≠ 0 := (add_pos ha hb).ne'
  have hT2 : ∀ x, R x (m - 1) ^ 2 = (x + m - 1) ^ 2 + p (m - 1) ^ 2 := fun x => by
    rw [R_sq hm'.le]
    ring
  have aligned : ∀ x, (x + m) * (p m + p (m - 1)) = p m → x = clockField m := by
    intro x h
    have h3 : x + m = p m / (p m + p (m - 1)) := (eq_div_iff hc).mpr h
    unfold clockField
    linarith
  -- a broken line is longer than the straight one
  have hmin : ∀ x, x ≠ clockField m → transition m (clockField m) < transition m x := by
    intro x hx
    have hne : (x + m) * (p m + p (m - 1)) ≠ p m := fun h => hx (aligned x h)
    have hL : 0 ≤ √(1 + (p m + p (m - 1)) ^ 2) := Real.sqrt_nonneg _
    have hL2 : √(1 + (p m + p (m - 1)) ^ 2) ^ 2 = 1 + (p m + p (m - 1)) ^ 2 :=
      Real.sq_sqrt (by positivity)
    have l1 := leg_lt (Real.sqrt_nonneg _) hL (R_sq hm.le x) hL2 hne
    have l2 := leg_lt (u := 1 - (x + m)) (a := p (m - 1)) (S := R x (m - 1))
      (Real.sqrt_nonneg _) hL (by rw [hT2]; ring) hL2
      (fun h => hne (by linear_combination -h))
    change x + m + p m * (p m + p (m - 1)) < R x m * _ at l1
    have l3 : √(1 + (p m + p (m - 1)) ^ 2) < R x m + R x (m - 1) := by
      refine lt_of_mul_lt_mul_right ?_ hL
      nlinarith [l1, l2, hL2]
    rw [transition_clockField h1 h2]
    unfold transition upper lower
    linarith
  have hder : ∀ x, HasDerivAt (transition m)
      (((x + m) / R x m + (x + m - 1) / R x (m - 1)) / 2) x := by
    intro x
    have e : transition m = fun y => (R y m + R y (m - 1)) / 2 := by
      funext y
      unfold transition upper lower
      ring
    rw [e]
    refine (((R_hasDerivAt hm x).fun_add (R_hasDerivAt hm' x)).div_const 2).congr_deriv ?_
    ring
  refine ⟨fun x => ⟨fun h => ?_, fun h => ?_⟩, transition_clockField h1 h2, hmin⟩
  · -- zero slope aligns the two legs
    have h0 := (hder x).unique h
    have hS : 0 < R x m := Real.sqrt_pos.mpr (by nlinarith [sq_nonneg (x + m)])
    have hT : 0 < R x (m - 1) :=
      Real.sqrt_pos.mpr (by nlinarith [sq_nonneg (x + (m - 1))])
    exact aligned x (leg_balance ha hb hS hT (R_sq hm.le x) (hT2 x) (by linarith))
  · -- the slope vanishes at a minimum
    subst h
    have hloc : IsLocalMin (transition m) (clockField m) := by
      refine Filter.Eventually.of_forall fun y => ?_
      by_cases hy : y = clockField m
      · rw [hy]
      · exact (hmin y hy).le
    exact (hder _).congr_deriv (hloc.hasDerivAt_eq_zero (hder _))

end

end BismuthClockTransition
```

```lean
#print axioms BismuthClockTransition.eigenvalue_iff
#print axioms BismuthClockTransition.clockField_mem
#print axioms BismuthClockTransition.transition_clockField
#print axioms BismuthClockTransition.clock_transition
```

```
'BismuthClockTransition.eigenvalue_iff' depends on axioms: [propext, Classical.choice, Quot.sound]
'BismuthClockTransition.clockField_mem' depends on axioms: [propext, Classical.choice, Quot.sound]
'BismuthClockTransition.transition_clockField' depends on axioms: [propext, Classical.choice, Quot.sound]
'BismuthClockTransition.clock_transition' depends on axioms: [propext, Classical.choice, Quot.sound]
```

## From the secular equation to the aligned legs

`block_eq` simplifies the spin matrix elements to the form with $p_m$, and `R_sq` proves $R_m^2=(x+m)^2+p_m^2$. In `eigenvalue_iff`, the existence of a nonzero eigenvector is turned into a vanishing determinant by `Matrix.exists_mulVec_eq_zero_iff`. The determinant is then factorised as `(E - upper x m) * (E - lower x m)`, with `R_sq` supplying the only nontrivial substitution.

`leg_lt` is the strict projection inequality. It compares squares, and the difference is the positive term $(uc-a)^2$. `clock_transition` uses it twice, once for each leg, and `nlinarith` adds the results; the common factor $L$ is removed by `lt_of_mul_lt_mul_right`. This gives `hmin`, the strict minimum. The value at the minimum comes from `transition_clockField`, which shows that the two splittings are the fractions $a/c$ and $b/c$ of $L$.

`R_hasDerivAt` differentiates one splitting, and `hder` combines two of them into the slope of the frequency. If the slope is zero, `leg_balance` carries out the sign argument and the squaring, and returns $u(a+b)=a$. The local fact `aligned` turns this into `x = clockField m`. For the converse, `hmin` makes the clock field a local minimum, and `IsLocalMin.hasDerivAt_eq_zero` gives zero slope there.

`clockField_mem` proves separately that the clock field lies strictly between $-m$ and $1-m$, by bounding the fraction between 0 and 1.
